# For real eigenvalues, an unsymmetrised 2×2 shielding block with a nonzero antisymmetric part gives too small a principal splitting

**Q:** After computing a nuclear shielding tensor, I symmetrise it before diagonalising. What goes wrong if I skip that step?

**A:** Take a nucleus on a mirror plane. Its in-plane block separates from the third axis and has rows $(a,\,s+c)$ and $(s-c,\,b)$, where $c$ is the antisymmetric part. The principal values are the eigenvalues $p,q$ of the symmetric part. The raw block has other eigenvalues, $x,y$:

$$\det(z-M)=(z-a)(z-b)-(s+c)(s-c)=z^2-(a+b)z+ab-s^2+c^2 .$$

Hence $x+y=a+b$ and $xy=ab-s^2+c^2$. With $\Delta=(a-b)^2+4s^2$,

$$(x-y)^2=(x+y)^2-4xy=\Delta-4c^2,\qquad (p-q)^2=\Delta ,$$

the second being the case $c=0$.

**Q:** That can be negative.

**A:** Then the eigenvalues are nonreal. Since $x+y$ is real, $\operatorname{Im}y=-\operatorname{Im}x$. Put $u=\operatorname{Re}(x-y)$ and $v=\operatorname{Im}x$, so that

$$(x-y)^2=u^2-4v^2+4iuv .$$

This is real, so $uv=0$. If $v\neq0$, then $u=0$ and $\Delta-4c^2=-4v^2<0$. If $v=0$, then $\Delta-4c^2=u^2\ge0$. So the pair is nonreal exactly when $4c^2>\Delta$.

**Q:** And is the raw splitting always too small?

**A:** No. In modulus, $|x-y|^2=|\Delta-4c^2|$ and $|p-q|^2=\Delta$. For $c\neq0$ the first is smaller exactly when $-\Delta<\Delta-4c^2$, that is, $2c^2<\Delta$. Real raw eigenvalues give $4c^2\le\Delta$, which suffices because $c^2>0$.

In the limiting case $a=b$, $s=0$, $c\ne0$, the principal splitting is zero, while the raw eigenvalues $a\pm ic$ lie $2|c|$ apart.

**Q:** How does the Lean code represent the tensor?

```lean
import Mathlib

open Matrix

namespace ShieldingBlockSplitting

noncomputable section
```

**A:** As a real matrix with four free real parameters.

```lean
/-- The real shielding block with diagonal elements `a`, `b`, symmetric off-diagonal
part `s` and antisymmetric off-diagonal part `c`. -/
def shieldingBlock (a b s c : ℝ) : Matrix (Fin 2) (Fin 2) ℝ :=
  !![a, s + c; s - c, b]
```

Symmetrisation is half the sum with the transpose.

```lean
/-- The symmetric part of a real two-by-two tensor: half the sum of the tensor and its
transpose. -/
def symPart (M : Matrix (Fin 2) (Fin 2) ℝ) : Matrix (Fin 2) (Fin 2) ℝ :=
  (1 / 2 : ℝ) • (M + Mᵀ)
```

**Q:** What counts as an eigenvalue?

**A:** `IsEigenvaluePair M x y` says that the characteristic determinant equals $(z-x)(z-y)$ for every complex $z$. The matrix entries are first regarded as complex numbers.

```lean
/-- The complex numbers `x` and `y` are the two eigenvalues of the real matrix `M`, counted
with multiplicity: the characteristic determinant factors as `(z - x) (z - y)`. -/
def IsEigenvaluePair (M : Matrix (Fin 2) (Fin 2) ℝ) (x y : ℂ) : Prop :=
  ∀ z : ℂ, (z • (1 : Matrix (Fin 2) (Fin 2) ℂ) - M.map (fun t : ℝ => (t : ℂ))).det
    = (z - x) * (z - y)
```

**Q:** Why not just say that $x$ and $y$ are each eigenvalues?

**A:** That alternative would allow the same eigenvalue to be chosen twice, giving $x-y=0$ even when the two differ. The factorisation fixes the multiplicities.

**Q:** So what does the main theorem say?

**A:** Let $x,y$ be the eigenvalue pair of the raw block and $p,q$ that of its symmetric part. If $c\neq0$ and `x.im = 0`, then `‖x - y‖ < ‖p - q‖`. "Splitting" here means a difference of eigenvalues, not a line splitting from spin coupling.

**Q:** Why should the symmetric part be the physical one?

**A:** The first lemma checks entry by entry that symmetrising only sets $c$ to zero.

```lean
/-- Symmetrising the shielding block removes `c` and leaves `a`, `b` and `s` unchanged. -/
theorem symPart_shieldingBlock (a b s c : ℝ) :
    symPart (shieldingBlock a b s c) = shieldingBlock a b s 0 := by
  ext i j
  fin_cases i <;> fin_cases j <;> simp [symPart, shieldingBlock] <;> ring
```

The second shows that the quadratic form is unchanged. For a nonzero, possibly unnormalised `v`, the shielding along its direction is $v^{T}Mv/v^{T}v$, so that is unchanged too.

```lean
/-- The quadratic form of a real two-by-two tensor at any real vector `v` equals that of its
symmetric part. -/
theorem quadraticForm_symPart (M : Matrix (Fin 2) (Fin 2) ℝ) (v : Fin 2 → ℝ) :
    v ⬝ᵥ (symPart M *ᵥ v) = v ⬝ᵥ (M *ᵥ v) := by
  simp [symPart, Matrix.mulVec, dotProduct, Fin.sum_univ_two]
  ring
```

The step left to physics is that the measured shift depends on the tensor only through this form. That is the usual first-order, high-field approximation.

**Q:** Now the proof. Where does the determinant enter?

**A:** Here, expanded as above.

```lean
/-- The characteristic determinant of the shielding block, written as a quadratic in `z`. -/
theorem det_shieldingBlock (a b s c : ℝ) (z : ℂ) :
    (z • (1 : Matrix (Fin 2) (Fin 2) ℂ)
      - (shieldingBlock a b s c).map (fun t : ℝ => (t : ℂ))).det
      = z ^ 2 - (a + b) * z + (a * b - s ^ 2 + c ^ 2) := by
  simp [shieldingBlock, Matrix.det_fin_two]
  ring
```

Setting $z=0$ gives the product of the eigenvalues, and comparing with $z=1$ gives their sum. Conversely, sum and product restore the factorisation.

```lean
/-- Two complex numbers are the eigenvalues of the shielding block exactly when their sum is
its trace and their product is its determinant. -/
theorem isEigenvaluePair_iff (a b s c : ℝ) (x y : ℂ) :
    IsEigenvaluePair (shieldingBlock a b s c) x y ↔
      x + y = a + b ∧ x * y = a * b - s ^ 2 + c ^ 2 := by
  unfold IsEigenvaluePair
  simp only [det_shieldingBlock]
  constructor
  · intro h
    -- two values of z determine the sum and the product
    have h0 := h 0
    have h1 := h 1
    exact ⟨by linear_combination h1 - h0, by linear_combination -h0⟩
  · rintro ⟨h1, h2⟩ z
    linear_combination z * h1 - h2
```

**Q:** Could the hypotheses be empty?

**A:** No. A complex square root $d$ of $\Delta-4c^2$ gives the pair $(a+b\pm d)/2$, and the case $c=0$ gives one for the symmetric part. The raw pair is real with $c\neq0$ whenever $0<4c^2\le\Delta$, for example at $a=2$, $b=s=0$, $c=1/2$. The lemma below proves the existence of the pair.

```lean
/-- Every shielding block has a pair of complex eigenvalues. -/
theorem exists_eigenvaluePair (a b s c : ℝ) :
    ∃ x y : ℂ, IsEigenvaluePair (shieldingBlock a b s c) x y := by
  -- a complex square root of the discriminant
  obtain ⟨d, hd⟩ := IsAlgClosed.exists_pow_nat_eq
    (((a : ℂ) - b) ^ 2 + 4 * (s : ℂ) ^ 2 - 4 * (c : ℂ) ^ 2) (n := 2) (by norm_num)
  refine ⟨(a + b + d) / 2, (a + b - d) / 2, (isEigenvaluePair_iff a b s c _ _).2 ⟨?_, ?_⟩⟩
  · ring
  · linear_combination -hd / 4
```

The squared difference then follows from the sum and product by `linear_combination`.

```lean
/-- The squared eigenvalue difference of the raw shielding block is
`(a - b)² + 4 s² - 4 c²`. -/
theorem splitting_sq {a b s c : ℝ} {x y : ℂ}
    (h : IsEigenvaluePair (shieldingBlock a b s c) x y) :
    (x - y) ^ 2 = (((a - b) ^ 2 + 4 * s ^ 2 - 4 * c ^ 2 : ℝ) : ℂ) := by
  obtain ⟨h1, h2⟩ := (isEigenvaluePair_iff a b s c x y).1 h
  push_cast
  linear_combination (x + y + a + b) * h1 - 4 * h2
```

**Q:** And the reality criterion?

**A:** `hre` and `him` are the real and imaginary parts of that identity. `hprod` is $uv=0$, and the two directions are the two cases for $v$.

```lean
/-- An eigenvalue of the raw shielding block is nonreal exactly when
`4 c²` exceeds `(a - b)² + 4 s²`. -/
theorem nonreal_iff {a b s c : ℝ} {x y : ℂ}
    (h : IsEigenvaluePair (shieldingBlock a b s c) x y) :
    x.im ≠ 0 ↔ (a - b) ^ 2 + 4 * s ^ 2 < 4 * c ^ 2 := by
  have hsum : x.im + y.im = 0 := by
    simpa using congrArg Complex.im ((isEigenvaluePair_iff a b s c x y).1 h).1
  have hy : y.im = -x.im := by linarith
  -- real and imaginary parts of the squared difference
  have hre := congrArg Complex.re (splitting_sq h)
  have him := congrArg Complex.im (splitting_sq h)
  simp only [pow_two, Complex.mul_re, Complex.sub_re, Complex.sub_im,
    Complex.ofReal_re] at hre
  simp only [pow_two, Complex.mul_im, Complex.sub_re, Complex.sub_im,
    Complex.ofReal_im] at him
  rw [hy] at hre him
  constructor
  · intro hx
    have hprod : x.im * (x.re - y.re) = 0 := by linear_combination him / 4
    have hd : x.re - y.re = 0 := (mul_eq_zero.mp hprod).resolve_left hx
    have hpos : 0 < x.im ^ 2 := by positivity
    rw [hd] at hre
    nlinarith
  · intro hlt hx
    rw [hx] at hre
    nlinarith [sq_nonneg (x.re - y.re)]
```

**Q:** That leaves the comparison.

**A:** Taking norms in the squared-difference formula gives the absolute value.

```lean
/-- The squared distance in the complex plane between the eigenvalues of the shielding block
is the absolute value of `(a - b)² + 4 s² - 4 c²`. -/
theorem norm_splitting_sq {a b s c : ℝ} {x y : ℂ}
    (h : IsEigenvaluePair (shieldingBlock a b s c) x y) :
    ‖x - y‖ ^ 2 = |(a - b) ^ 2 + 4 * s ^ 2 - 4 * c ^ 2| := by
  rw [← norm_pow, splitting_sq h, Complex.norm_real, Real.norm_eq_abs]
```

Both distances are nonnegative, so their squares can be compared. `abs_lt` splits the inequality into two bounds: one is $2c^2<\Delta$, the other holds because $c\neq0$.

```lean
/-- For nonzero `c`, the eigenvalues of the raw block lie closer together in the complex plane
than those of its symmetric part exactly when `2 c² < (a - b)² + 4 s²`. -/
theorem norm_splitting_lt_iff {a b s c : ℝ} {x y p q : ℂ}
    (hraw : IsEigenvaluePair (shieldingBlock a b s c) x y)
    (hsym : IsEigenvaluePair (symPart (shieldingBlock a b s c)) p q) (hc : c ≠ 0) :
    ‖x - y‖ < ‖p - q‖ ↔ 2 * c ^ 2 < (a - b) ^ 2 + 4 * s ^ 2 := by
  rw [symPart_shieldingBlock] at hsym
  have hpq : ‖p - q‖ ^ 2 = (a - b) ^ 2 + 4 * s ^ 2 := by
    rw [norm_splitting_sq hsym, abs_of_nonneg]
    · ring
    · nlinarith [sq_nonneg (a - b), sq_nonneg s]
  have hcpos : 0 < c ^ 2 := by positivity
  -- compare the squares of the two distances
  rw [← sq_lt_sq₀ (norm_nonneg _) (norm_nonneg _), norm_splitting_sq hraw, hpq, abs_lt]
  constructor
  · rintro ⟨h1, _⟩
    linarith
  · intro h
    exact ⟨by linarith, by linarith⟩
```

Finally, the reality criterion supplies $4c^2\le\Delta$, and the comparison finishes the argument.

```lean
/-- If `c` is nonzero and the raw shielding block has real eigenvalues, their splitting is
strictly smaller than the principal splitting, that of the symmetric part. -/
theorem raw_splitting_lt_principal {a b s c : ℝ} {x y p q : ℂ}
    (hraw : IsEigenvaluePair (shieldingBlock a b s c) x y)
    (hsym : IsEigenvaluePair (symPart (shieldingBlock a b s c)) p q)
    (hc : c ≠ 0) (hreal : x.im = 0) :
    ‖x - y‖ < ‖p - q‖ := by
  -- reality of the eigenvalues bounds the antisymmetric part
  have hbound : 4 * c ^ 2 ≤ (a - b) ^ 2 + 4 * s ^ 2 :=
    le_of_not_gt fun hlt => (nonreal_iff hraw).2 hlt hreal
  have hcpos : 0 < c ^ 2 := by positivity
  exact (norm_splitting_lt_iff hraw hsym hc).2 (by linarith)

end

end ShieldingBlockSplitting
```

```lean
#print axioms ShieldingBlockSplitting.quadraticForm_symPart
-- 'ShieldingBlockSplitting.quadraticForm_symPart' depends on axioms: [propext, Classical.choice, Quot.sound]
#print axioms ShieldingBlockSplitting.exists_eigenvaluePair
-- 'ShieldingBlockSplitting.exists_eigenvaluePair' depends on axioms: [propext, Classical.choice, Quot.sound]
#print axioms ShieldingBlockSplitting.raw_splitting_lt_principal
-- 'ShieldingBlockSplitting.raw_splitting_lt_principal' depends on axioms: [propext, Classical.choice, Quot.sound]
```

**Q:** What should I take back to my electronic-structure output?

**A:** For a block that decouples from the third axis, symmetrise before diagonalising: real eigenvalues from the raw block are no sign that the splitting is right.
